# For finitely many fermionic modes, the generalised Fock matrix is the expectation value of \(a_p^+[a_q,H]\)

When the bond of a hydrogen molecule in its singlet ground state is stretched, two determinants come to have comparable weight, and no single determinant, with its one set of occupied orbitals and its usual Fock matrix, describes the state well. Multiconfigurational methods use a generalised Fock matrix instead, assembled from the integrals and the one- and two-particle density matrices. How is this matrix related to what happens when an electron is taken out of the correlated state?

Take a finite set of orthonormal spin orbitals. Let \(a_q\) remove an electron from spin orbital \(q\), let \(a_p^+\) (often written \(a_p^\dagger\)) add one to spin orbital \(p\), and let

\[
H=\sum_{pq}h_{pq}\,a_p^+a_q+\tfrac12\sum_{pqrs}g_{pqrs}\,a_p^+a_r^+a_sa_q .
\]

If \(g_{pqrs}=g_{rspq}\), then for every state \(\psi\)

\[
\langle\psi,a_p^+[a_q,H]\psi\rangle=\sum_r h_{qr}\langle a_p^+a_r\rangle+\sum_{rst}g_{qrst}\langle a_p^+a_s^+a_ta_r\rangle .
\]

The right-hand side is the generalised Fock matrix \(F_{pq}\). In multiconfigurational self-consistent-field theory, with a Hermitian \(H\) in a finite orbital basis, the energy is stationary under all orbital rotations when \(F\) is Hermitian.

## Orbitals, operators and states

```lean
import Mathlib

open scoped InnerProductSpace

namespace GeneralisedFockCommutator

noncomputable section

variable {ι A V : Type*} [Fintype ι] [DecidableEq ι]
  [Ring A] [StarRing A] [Algebra ℂ A]
  [NormedAddCommGroup V] [InnerProductSpace ℂ V] [CompleteSpace V]
```

The type `ι` is the finite set of spin orbitals. `A` is a complex algebra with a star operation, in which the commutators can be worked out without choosing a space of states. `V` is a complex Hilbert space, needed once expectation values appear.

```lean
/-- The canonical anticommutation relations for annihilators `a p`, whose creation operators
are `star (a p)`. -/
structure IsCAR (a : ι → A) : Prop where
  anti : ∀ p q, a p * a q + a q * a p = 0
  mixed : ∀ p q, a p * star (a q) + star (a q) * a p = if p = q then 1 else 0
```

`IsCAR a` says that the family `a` obeys the canonical anticommutation relations:

\[
a_pa_q+a_qa_p=0,\qquad a_pa_q^++a_q^+a_p=\delta_{pq}.
\]

The creation operator is not a separate object: it is `star (a q)`, which is the adjoint when the \(a_q\) are operators on `V`. The \(\delta_{pq}\) means that the orbitals are orthonormal.

## The Hamiltonian and its integrals

```lean
/-- The one-body operator `∑ h_pq a_p⁺ a_q`. -/
def oneBody (h : ι → ι → ℂ) (a : ι → A) : A :=
  ∑ p, ∑ q, h p q • (star (a p) * a q)
```

This is the one-body operator \(\sum h_{pq}a_p^+a_q\), for kinetic energy and nuclear attraction. The symbol `•` multiplies an operator by a number.

```lean
/-- The two-body operator `∑ g_pqrs a_p⁺ a_r⁺ a_s a_q`, without the factor one half. -/
def twoBody (g : ι → ι → ι → ι → ℂ) (a : ι → A) : A :=
  ∑ p, ∑ q, ∑ r, ∑ s, g p q r s • (star (a p) * star (a r) * a s * a q)
```

This is \(\sum g_{pqrs}a_p^+a_r^+a_sa_q\). The indices follow the chemists' order \((pq|rs)\): \(p,q\) belong to one electron and \(r,s\) to the other.

```lean
/-- The Hamiltonian: the one-body operator plus half the two-body operator. -/
def hamiltonian (h : ι → ι → ℂ) (g : ι → ι → ι → ι → ℂ) (a : ι → A) : A :=
  oneBody h a + (1 / 2 : ℂ) • twoBody g a
```

The factor \(\tfrac12\) enters here. The numbers \(h_{pq}\) and \(g_{pqrs}\) are arbitrary complex numbers, with no Hermiticity required. Identifying them with the one- and two-electron integrals of a molecule in a finite orbital basis is the step from this model to a real system, and the error of truncating the basis belongs to that step.

## Expectation values and the matrix \(F\)

```lean
/-- The expectation value `⟨ψ, X ψ⟩`, as a linear function of the operator `X`. -/
def expect (ψ : V) : (V →L[ℂ] V) →ₗ[ℂ] ℂ where
  toFun X := ⟪ψ, X ψ⟫_ℂ
  map_add' X Y := by simp
  map_smul' c X := by simp
```

`expect ψ X` is \(\langle\psi,X\psi\rangle\), packaged together with the proof that it is linear in \(X\). It does not divide by the norm. For an unnormalised \(\psi\neq0\), the physical values of the expectations, and of \(F\), are those below divided by \(\langle\psi,\psi\rangle\).

```lean
/-- The generalised Fock matrix
`F_pq = ∑ h_qr ⟨a_p⁺ a_r⟩ + ∑ g_qrst ⟨a_p⁺ a_s⁺ a_t a_r⟩`. -/
def genFock (h : ι → ι → ℂ) (g : ι → ι → ι → ι → ℂ) (a : ι → V →L[ℂ] V) (ψ : V)
    (p q : ι) : ℂ :=
  ∑ r, h q r * expect ψ (star (a p) * a r) +
    ∑ r, ∑ s, ∑ t, g q r s t * expect ψ (star (a p) * star (a s) * a t * a r)
```

`genFock` is defined by the density-matrix formula, with no commutator in it, so the link to the commutator has to be proved. Its indices are spin orbitals, whereas many textbooks print the spin-summed version.

## Removing an electron past the one-body operator

```lean
/-- For CAR operators, the commutator of an annihilator with the one-body operator is
`∑ h_mq a_q`. -/
theorem commutator_oneBody {a : ι → A} (hc : IsCAR a) (h : ι → ι → ℂ) (m : ι) :
    a m * oneBody h a - oneBody h a * a m = ∑ q, h m q • a q := by
  have e : ∀ p q, a m * (star (a p) * a q) - star (a p) * a q * a m
      = (if m = p then (1 : A) else 0) * a q := by
    intro p q
    linear_combination (norm := noncomm_ring)
      hc.mixed m p * a q - star (a p) * hc.anti m q
  simp only [oneBody, Finset.mul_sum, Finset.sum_mul, mul_smul_comm, smul_mul_assoc,
    ← Finset.sum_sub_distrib, ← smul_sub, e]
  rw [Finset.sum_eq_single m]
  · simp
  · intro b _ hb
    simp [hb.symm]
  · exact fun hm => absurd (Finset.mem_univ m) hm
```

In a Lean theorem the hypotheses stand before the last top-level colon, the claim follows it, and the proof comes after `:=`. Here the claim is \([a_m,\sum h_{pq}a_p^+a_q]=\sum_q h_{mq}a_q\), with the commutator written out as a difference of products.

By hand, move \(a_m\) to the right:

\[
a_ma_p^+a_q=\delta_{mp}a_q-a_p^+a_ma_q=\delta_{mp}a_q+a_p^+a_qa_m .
\]

Hence \([a_m,a_p^+a_q]=\delta_{mp}a_q\), and summing against \(h_{pq}\) keeps only \(p=m\). In the proof, `e` is the single-term identity. `linear_combination` is told which anticommutators to multiply by what, and `noncomm_ring` checks the result without ever exchanging factors. `Finset.sum_eq_single m` then collapses the sum over \(p\).

## Two contractions from the two-body string

```lean
omit [Fintype ι] [Algebra ℂ A] in
/-- For CAR operators, moving an annihilator through `a_p⁺ a_r⁺ a_s a_q` leaves one
contraction with each creation operator, with opposite signs. -/
theorem commutator_string {a : ι → A} (hc : IsCAR a) (m p q r s : ι) :
    a m * (star (a p) * star (a r) * a s * a q) - star (a p) * star (a r) * a s * a q * a m
      = (if m = p then (1 : A) else 0) * star (a r) * a s * a q
        - star (a p) * (if m = r then (1 : A) else 0) * a s * a q := by
  linear_combination (norm := noncomm_ring)
    hc.mixed m p * (star (a r) * a s * a q) - star (a p) * hc.mixed m r * (a s * a q)
      + star (a p) * star (a r) * hc.anti m s * a q
      - star (a p) * star (a r) * a s * hc.anti m q
```

The same movement through four operators gives

\[
\begin{aligned}
a_ma_p^+a_r^+a_sa_q&=\delta_{mp}a_r^+a_sa_q-a_p^+a_ma_r^+a_sa_q\\
&=\delta_{mp}a_r^+a_sa_q-\delta_{mr}a_p^+a_sa_q+a_p^+a_r^+a_ma_sa_q .
\end{aligned}
\]

Passing \(a_s\) and \(a_q\) costs two signs, so \(a_ma_sa_q=a_sa_qa_m\). The last term is then the original string times \(a_m\), which the commutator subtracts:

\[
[a_m,a_p^+a_r^+a_sa_q]=\delta_{mp}a_r^+a_sa_q-\delta_{mr}a_p^+a_sa_q .
\]

The four terms given to `linear_combination` are these four exchanges.

```lean
/-- For CAR operators and `g_pqrs = g_rspq`, the commutator of an annihilator with the
two-body operator is twice `∑ g_mrst a_s⁺ a_t a_r`. -/
theorem commutator_twoBody {a : ι → A} (hc : IsCAR a) {g : ι → ι → ι → ι → ℂ}
    (hg : ∀ p q r s, g p q r s = g r s p q) (m : ι) :
    a m * twoBody g a - twoBody g a * a m
      = (2 : ℂ) • ∑ r, ∑ s, ∑ t, g m r s t • (star (a s) * a t * a r) := by
  have key : a m * twoBody g a - twoBody g a * a m
      = ∑ p, ∑ q, ∑ r, ∑ s, g p q r s •
          ((if m = p then (1 : A) else 0) * star (a r) * a s * a q)
        - ∑ p, ∑ q, ∑ r, ∑ s, g p q r s •
          (star (a p) * (if m = r then (1 : A) else 0) * a s * a q) := by
    simp only [twoBody, Finset.mul_sum, Finset.sum_mul, mul_smul_comm, smul_mul_assoc,
      ← Finset.sum_sub_distrib, ← smul_sub, commutator_string hc]
  -- contraction with the first creation operator
  have T1 : ∑ p, ∑ q, ∑ r, ∑ s, g p q r s •
      ((if m = p then (1 : A) else 0) * star (a r) * a s * a q)
      = ∑ r, ∑ s, ∑ t, g m r s t • (star (a s) * a t * a r) := by
    rw [Finset.sum_eq_single m]
    · simp
    · intro b _ hb
      simp [hb.symm]
    · exact fun hm => absurd (Finset.mem_univ m) hm
  -- contraction with the second one: exchange symmetry and one anticommutation
  have e : ∀ p q, ∑ r, ∑ s, g p q r s •
      (star (a p) * (if m = r then (1 : A) else 0) * a s * a q)
      = -∑ s, g m s p q • (star (a p) * a q * a s) := by
    intro p q
    rw [Finset.sum_eq_single m, ← Finset.sum_neg_distrib]
    · refine Finset.sum_congr rfl fun s _ => ?_
      have hs : a s * a q = -(a q * a s) := eq_neg_of_add_eq_zero_left (hc.anti s q)
      rw [hg p q m s, if_pos rfl, mul_one, mul_assoc (star (a p)) (a s) (a q), hs,
        mul_neg, smul_neg, mul_assoc (star (a p)) (a q) (a s)]
    · intro b _ hb
      simp [hb.symm]
    · exact fun hm => absurd (Finset.mem_univ m) hm
  have T2 : ∑ p, ∑ q, ∑ s, g m s p q • (star (a p) * a q * a s)
      = ∑ r, ∑ s, ∑ t, g m r s t • (star (a s) * a t * a r) := by
    symm
    rw [Finset.sum_comm]
    exact Finset.sum_congr rfl fun p _ => Finset.sum_comm
  rw [key, T1]
  simp only [e, Finset.sum_neg_distrib]
  rw [T2]
  module
```

The hypothesis `hg` is \(g_{pqrs}=g_{rspq}\). It says that the interaction is unchanged when the two electrons swap roles, as holds for Coulomb repulsion.

Summing the first contraction gives \(\sum_{qrs}g_{mqrs}a_r^+a_sa_q\). Renaming \((q,r,s)\) to \((r,s,t)\) turns it into

\[
S_m=\sum_{rst}g_{mrst}\,a_s^+a_ta_r .
\]

The second contraction gives

\[
-\sum_{pqs}g_{pqms}a_p^+a_sa_q=\sum_{pqs}g_{mspq}a_p^+a_qa_s=S_m ,
\]

where the first equality uses `hg` and \(a_sa_q=-a_qa_s\), and the second renames \((s,p,q)\) to \((r,s,t)\). The commutator is therefore \(2S_m\).

In the proof, `key` inserts the string identity under the sums and `T1` treats the first contraction. For the second contraction, `e` collapses the sum over \(r\) and performs the exchange and the sign change, and `T2` reorders the sums to match the renaming.

## The commutator formula for \(F\)

```lean
/-- **Generalised Fock matrix as a commutator.** For CAR operators and `g_pqrs = g_rspq`,
every vector `ψ` satisfies `⟨ψ, a_p⁺ [a_q, H] ψ⟩ = F_pq`. -/
theorem expect_commutator_eq_genFock {a : ι → V →L[ℂ] V} (hc : IsCAR a) (h : ι → ι → ℂ)
    {g : ι → ι → ι → ι → ℂ} (hg : ∀ p q r s, g p q r s = g r s p q) (ψ : V) (p q : ι) :
    expect ψ (star (a p) * (a q * hamiltonian h g a - hamiltonian h g a * a q))
      = genFock h g a ψ p q := by
  have comm : a q * hamiltonian h g a - hamiltonian h g a * a q
      = ∑ r, h q r • a r + ∑ r, ∑ s, ∑ t, g q r s t • (star (a s) * a t * a r) := by
    calc a q * hamiltonian h g a - hamiltonian h g a * a q
        = (a q * oneBody h a - oneBody h a * a q)
          + (1 / 2 : ℂ) • (a q * twoBody g a - twoBody g a * a q) := by
          rw [hamiltonian, mul_add, add_mul, mul_smul_comm, smul_mul_assoc, smul_sub]
          abel
      _ = _ := by
          rw [commutator_oneBody hc, commutator_twoBody hc hg]
          module
  rw [comm]
  simp only [genFock, mul_add, Finset.mul_sum, mul_smul_comm, map_add, map_sum, map_smul,
    smul_eq_mul, ← mul_assoc]
```

This is the main theorem. The factor \(\tfrac12\) in \(H\) cancels the 2 just found:

\[
[a_q,H]=\sum_r h_{qr}a_r+\sum_{rst}g_{qrst}a_s^+a_ta_r .
\]

Multiplying from the left by \(a_p^+\) and taking the expectation value term by term gives \(F_{pq}\). The step `comm` is the displayed operator identity, and the final `simp only` uses the linearity of `expect`.

Nothing is asked of \(\psi\): it may be an approximate active-space wavefunction that is not an eigenstate of \(H\).

## The energy from the trace

```lean
/-- For CAR operators and `g_pqrs = g_rspq`, the expectation value of `H` is half the sum of
the one-body expectation value and `∑ ⟨a_p⁺ [a_p, H]⟩`. -/
theorem energy_from_commutators {a : ι → V →L[ℂ] V} (hc : IsCAR a) (h : ι → ι → ℂ)
    {g : ι → ι → ι → ι → ℂ} (hg : ∀ p q r s, g p q r s = g r s p q) (ψ : V) :
    expect ψ (hamiltonian h g a) = 1 / 2 * (expect ψ (oneBody h a) +
      ∑ p, expect ψ (star (a p) * (a p * hamiltonian h g a - hamiltonian h g a * a p))) := by
  simp only [expect_commutator_eq_genFock hc h hg]
  simp only [hamiltonian, oneBody, twoBody, genFock, map_add, map_sum, map_smul,
    smul_eq_mul, Finset.sum_add_distrib]
  ring
```

Write \(\langle h\rangle\) and \(\langle G\rangle\) for the expectation values of the one-body operator and of the two-body operator without its \(\tfrac12\). Setting \(q=p\) in the definition of \(F\) and summing gives \(\sum_pF_{pp}=\langle h\rangle+\langle G\rangle\). Therefore

\[
\langle H\rangle=\langle h\rangle+\tfrac12\langle G\rangle=\tfrac12\Big(\langle h\rangle+\sum_pF_{pp}\Big).
\]

The proof replaces each commutator expectation by \(F_{pp}\), expands the definitions and leaves the arithmetic to `ring`.

## Eigenstates and ionisation

```lean
/-- For CAR operators, `g_pqrs = g_rspq` and `H ψ = E ψ`, the generalised Fock matrix is the
matrix of `E - H` between the vectors `a_p ψ` and `a_q ψ`. -/
theorem genFock_of_eigenstate {a : ι → V →L[ℂ] V} (hc : IsCAR a) (h : ι → ι → ℂ)
    {g : ι → ι → ι → ι → ℂ} (hg : ∀ p q r s, g p q r s = g r s p q) {ψ : V} {E : ℂ}
    (hE : hamiltonian h g a ψ = E • ψ) (p q : ι) :
    genFock h g a ψ p q = ⟪a p ψ, E • a q ψ - hamiltonian h g a (a q ψ)⟫_ℂ := by
  rw [← expect_commutator_eq_genFock hc h hg]
  change ⟪ψ, star (a p) (a q (hamiltonian h g a ψ) - hamiltonian h g a (a q ψ))⟫_ℂ = _
  rw [ContinuousLinearMap.star_eq_adjoint, ContinuousLinearMap.adjoint_inner_right, hE,
    map_smul]
```

Now suppose that \(H\psi=E\psi\). Moving \(a_p^+\) to the left side of the inner product turns it into \(a_p\):

\[
F_{pq}=\langle\psi,a_p^+(a_qH-Ha_q)\psi\rangle=\langle a_p\psi,(E-H)a_q\psi\rangle .
\]

So for an exact eigenstate of the model Hamiltonian, \(F\) is the matrix of \(E-H\) between the vectors \(a_p\psi\) obtained by removing one electron. These vectors are in general not normalised, and some may be zero. In Lean, `change` restates the goal with the operators applied to \(\psi\), and `adjoint_inner_right` moves the adjoint across.

```lean
/-- For CAR operators and `g_pqrs = g_rspq`, if `H ψ = E ψ` and `H a_q ψ = E' a_q ψ`, then
`F_pq = (E - E') ⟨a_p⁺ a_q⟩` for every `p`. -/
theorem genFock_of_ionised_eigenstate {a : ι → V →L[ℂ] V} (hc : IsCAR a) (h : ι → ι → ℂ)
    {g : ι → ι → ι → ι → ℂ} (hg : ∀ p q r s, g p q r s = g r s p q) {ψ : V} {E E' : ℂ}
    (hE : hamiltonian h g a ψ = E • ψ) {q : ι}
    (hE' : hamiltonian h g a (a q ψ) = E' • a q ψ) (p : ι) :
    genFock h g a ψ p q = (E - E') * expect ψ (star (a p) * a q) := by
  rw [genFock_of_eigenstate hc h hg hE, hE', ← sub_smul, inner_smul_right]
  change _ = (E - E') * ⟪ψ, star (a p) (a q ψ)⟫_ℂ
  rw [ContinuousLinearMap.star_eq_adjoint, ContinuousLinearMap.adjoint_inner_right]
```

If in addition \(Ha_q\psi=E'a_q\psi\), then \((E-H)a_q\psi=(E-E')a_q\psi\), and column \(q\) of \(F\) is

\[
F_{pq}=(E-E')\langle a_p^+a_q\rangle .
\]

When \(a_q\psi\neq0\), \(E-E'\) is minus the energy needed to remove the electron. If \(a_q\psi=0\), both sides vanish whatever \(E'\) is. The extra hypothesis is strong for interacting electrons. It does hold for non-interacting electrons in orbitals that diagonalise \(h\), where \(E-E'\) is the orbital energy.

## Two modes written as matrices

```lean
/-- The Jordan–Wigner matrices of two fermionic annihilators on a four-dimensional space. -/
def twoModes : Fin 2 → Matrix (Fin 4) (Fin 4) ℂ :=
  ![!![0, 0, 1, 0; 0, 0, 0, 1; 0, 0, 0, 0; 0, 0, 0, 0],
    !![0, 1, 0, 0; 0, 0, 0, 0; 0, 0, 0, -1; 0, 0, 0, 0]]
```

Lean counts from 0, so the modes are 0 and 1. With occupation states ordered \(|00\rangle,|01\rangle,|10\rangle,|11\rangle\), the first matrix empties mode 0. The second empties mode 1, with a minus sign when mode 0 is occupied. That Jordan–Wigner sign makes the two operators anticommute.

```lean
/-- The two Jordan–Wigner matrices, acting as operators on `ℂ⁴`, satisfy the canonical
anticommutation relations. -/
theorem isCAR_witness :
    IsCAR (fun p => Matrix.toEuclideanCLM (n := Fin 4) (𝕜 := ℂ) (twoModes p)) := by
  have anti : ∀ p q, twoModes p * twoModes q + twoModes q * twoModes p = 0 := by
    intro p q
    fin_cases p <;> fin_cases q <;> ext i j <;> fin_cases i <;> fin_cases j <;>
      simp [twoModes]
  -- the creation operators as explicit matrices
  have adj : ∀ q, star (twoModes q) =
      (![!![0, 0, 0, 0; 0, 0, 0, 0; 1, 0, 0, 0; 0, 1, 0, 0],
        !![0, 0, 0, 0; 1, 0, 0, 0; 0, 0, 0, 0; 0, 0, -1, 0]] :
        Fin 2 → Matrix (Fin 4) (Fin 4) ℂ) q := by
    intro q
    fin_cases q <;> ext i j <;> fin_cases i <;> fin_cases j <;>
      simp [twoModes]
  have mixed : ∀ p q, twoModes p * star (twoModes q) + star (twoModes q) * twoModes p
      = if p = q then 1 else 0 := by
    intro p q
    rw [adj q]
    fin_cases p <;> fin_cases q <;> ext i j <;> fin_cases i <;> fin_cases j <;>
      simp [twoModes, Fin.sum_univ_succ]
  -- transport the matrix identities to operators
  constructor
  · intro p q
    have := congrArg (Matrix.toEuclideanCLM (n := Fin 4) (𝕜 := ℂ)) (anti p q)
    simpa only [map_add, map_mul, map_zero] using this
  · intro p q
    have := congrArg (Matrix.toEuclideanCLM (n := Fin 4) (𝕜 := ℂ)) (mixed p q)
    simpa only [map_add, map_mul, map_star,
      apply_ite (Matrix.toEuclideanCLM (n := Fin 4) (𝕜 := ℂ)), map_one, map_zero] using this

end

end GeneralisedFockCommutator
```

The theorem gives a concrete pair of operators on \(\mathbb C^4\) that satisfies `IsCAR`. By hand one multiplies the \(4\times4\) matrices and compares entries. The proof does the same: `fin_cases` runs through the modes and the matrix positions, `adj` lists the creation matrices, and `simp` evaluates each entry. `Matrix.toEuclideanCLM` turns matrices into operators and respects sums, products and adjoints, so the relations carry over.

```lean
#print axioms GeneralisedFockCommutator.expect_commutator_eq_genFock
-- 'GeneralisedFockCommutator.expect_commutator_eq_genFock' depends on axioms: [propext, Classical.choice, Quot.sound]
#print axioms GeneralisedFockCommutator.energy_from_commutators
-- 'GeneralisedFockCommutator.energy_from_commutators' depends on axioms: [propext, Classical.choice, Quot.sound]
#print axioms GeneralisedFockCommutator.genFock_of_ionised_eigenstate
-- 'GeneralisedFockCommutator.genFock_of_ionised_eigenstate' depends on axioms: [propext, Classical.choice, Quot.sound]
```
